# The product of finitely many positive numbers is at most the matching power of their mean

The lemma is the inequality of arithmetic and geometric means: for n ≥ 1 strictly positive real numbers, the product is at most the n-th power of their mean. The numbers are indexed by a finite, nonempty type, and no physical model is attached to them. The proof divides each number by the mean m and bounds each ratio x = `y i / m` by x ≤ exp(x − 1). The deviations x − 1 add up to zero, so the exponentials multiply to 1 and only the power of m is left.

The first attempt, which Lean rejects:

```lean
import Mathlib

open Matrix

namespace ProdLeMeanPow

noncomputable section

variable {ι : Type*} [Fintype ι] [DecidableEq ι]

omit [DecidableEq ι] in
/-- The product of `n ≥ 1` positive numbers is at most the `n`-th power of their mean. -/
theorem prod_le_mean_pow [Nonempty ι] (y : ι → ℝ) (hy : ∀ i, 0 < y i) :
    ∏ i, y i ≤ ((∑ i, y i) / Fintype.card ι) ^ Fintype.card ι := by
  have hc : (0 : ℝ) < Fintype.card ι := Nat.cast_pos.2 Fintype.card_pos
  obtain ⟨m, hm⟩ : ∃ m : ℝ, m = (∑ i, y i) / Fintype.card ι := ⟨_, rfl⟩
  have hm0 : 0 < m := by
    rw [hm]
    exact div_pos (Finset.sum_pos (fun i _ => hy i) Finset.univ_nonempty) hc
  have hm1 : m ≠ 0 := hm0.ne'
  have hS : ∑ i, y i = m * Fintype.card ι := by rw [hm, div_mul_cancel₀ _ hc.ne']
  -- the relative deviations from the mean add up to zero
  have hsum : ∑ i, (y i / m - 1) = 0 := by
    rw [Finset.sum_sub_distrib, ← Finset.sum_div, hS]
    simp [hm1]
  rw [← hm]
  calc ∏ i, y i = ∏ i, (m * (y i / m)) :=
        Finset.prod_congr rfl (fun i _ => by field_simp)
    _ = m ^ Fintype.card ι * ∏ i, (y i / m) := by
        rw [Finset.prod_mul_distrib, Finset.prod_const, Finset.card_univ]
    _ ≤ m ^ Fintype.card ι * ∏ i, Real.exp (y i / m - 1) :=
        mul_le_mul_of_nonneg_left
          (Finset.prod_le_prod (fun i _ => (div_pos (hy i) hm0).le)
            (fun i _ => sub_add_cancel (y i / m) 1 ▸ Real.add_one_le_exp (y i / m - 1)))
          (pow_nonneg hm0.le _)
    _ = m ^ Fintype.card ι := by rw [← Real.exp_sum, hsum, Real.exp_zero, mul_one]

end

end ProdLeMeanPow
```

The compiler's answer:

```
Main.lean:34:53: error: Type mismatch
  Real.add_one_le_exp (y i / m - 1)
has type
  y i / m - 1 + 1 ≤ Real.exp (y i / m - 1)
but is expected to have type
  y i / m - 1 + 1 ≤ Real.exp (y i / m - 1 + 1 - 1)
```

What went wrong. The step that fails has to show `y i / m ≤ Real.exp (y i / m - 1)`. Mathlib's `Real.add_one_le_exp`, taken at `y i / m - 1`, gives this with `y i / m - 1 + 1` on the left, so only the left side needs to be simplified. The attempt leaves that to `▸`, with the equation `y i / m - 1 + 1 = y i / m` from `sub_add_cancel`. Here `▸` used the equation from right to left on the goal and replaced every `y i / m`, including the one inside the exponential. The expected right side thus became `Real.exp (y i / m - 1 + 1 - 1)`, which the supplied term does not match, and this is the mismatch Lean reports.

The repair does no rewriting. It turns the reversed equation into the inequality `y i / m ≤ y i / m - 1 + 1` with `.symm.le` and chains it by `.trans` with `Real.add_one_le_exp`, so the exponential is left as it was. Writing `_` for the argument of `Real.add_one_le_exp` is mere tidying, since Lean can infer it.

The mended proof, as a diff:

```diff
@@ -32,5 +32,5 @@
         mul_le_mul_of_nonneg_left
           (Finset.prod_le_prod (fun i _ => (div_pos (hy i) hm0).le)
-            (fun i _ => sub_add_cancel (y i / m) 1 ▸ Real.add_one_le_exp (y i / m - 1)))
+            (fun i _ => (sub_add_cancel (y i / m) 1).symm.le.trans (Real.add_one_le_exp _)))
           (pow_nonneg hm0.le _)
     _ = m ^ Fintype.card ι := by rw [← Real.exp_sum, hsum, Real.exp_zero, mul_one]
```
